# The projected energy couples trial and walker errors and can fall below the ground-state energy

In full configuration interaction quantum Monte Carlo (FCIQMC), signed walkers live on Slater determinants, and their populations form a vector $x$ that should approach the ground state. The energy is often read off by projection onto a fixed trial vector $t$, as $\langle t,Hx\rangle/\langle t,x\rangle$. Suppose that this number comes out below the exact ground-state energy. Must that be statistical noise, or can a fixed, noiseless $x$ do the same?

It can. For Hermitian $H$ and nonzero overlap $\langle t,x\rangle$, the error of the estimator is a matrix element between the error in $t$ and the error in $x$, divided by the overlap, and nothing forces it to be positive.

## The estimator and the error part

```lean
import Mathlib

open scoped InnerProductSpace

namespace FCIQMCProjectedEnergy

noncomputable section

variable {V : Type*} [NormedAddCommGroup V] [InnerProductSpace ℂ V]
```

The last line fixes the setting: `V` is a complex inner product space of any dimension. The walker vector is one given element of `V`; the stochastic dynamics and the sampling are not modelled.

```lean
/-- The projected energy `⟨t, H x⟩ / ⟨t, x⟩` of a walker vector `x` with trial vector `t`,
meant for nonzero overlap `⟨t, x⟩`. -/
def projectedEnergy (H : V →ₗ[ℂ] V) (t x : V) : ℂ :=
  ⟪t, H x⟫_ℂ / ⟪t, x⟫_ℂ
```

This defines
$$E_{\mathrm{proj}}(t,x)=\frac{\langle t,Hx\rangle}{\langle t,x\rangle}.$$
The type `V →ₗ[ℂ] V` says that $H$ is a linear map defined on all of $V$, which suits a Hamiltonian in a finite basis but not an unbounded operator with a restricted domain. The inner product `⟪t, x⟫_ℂ` is conjugate-linear in its first argument. The value is a complex number, and no real part is taken. Since Lean sets division by zero to zero, the value means something only for nonzero overlap.

```lean
/-- The error part `Q x = x - ⟨u, x⟩ u` of a vector `x` relative to a reference state `u`. -/
def errorPart (u x : V) : V := x - ⟪u, x⟫_ℂ • u
```

For a reference state $u$, this is $Qx=x-\langle u,x\rangle u$; the symbol `•` multiplies a vector by a scalar. When $u$ has norm one, $Q=1-uu^*$ removes the component along $u$, and what remains of $x$ is its error.

## Why only the errors enter

```lean
/-- The error part of any vector is orthogonal to the reference state `u`, if `u` has norm one. -/
theorem inner_errorPart (u x : V) (hu : ‖u‖ = 1) : ⟪u, errorPart u x⟫_ℂ = 0 := by
  have huu : ⟪u, u⟫_ℂ = 1 := by
    rw [inner_self_eq_norm_sq_to_K, hu]
    simp
  rw [errorPart, inner_sub_right, inner_smul_right, huu, mul_one, sub_self]
```

A Lean theorem lists its hypotheses in parentheses, states its claim after the colon, and gives the proof after `:=`. Here the hypothesis `hu` says $\|u\|=1$, and the claim is
$$\langle u,Qx\rangle=\langle u,x\rangle-\langle u,x\rangle\langle u,u\rangle=0.$$
The proof first establishes $\langle u,u\rangle=1$. The tactic `rw` then rewrites with known equalities, in the order of the line above.

```lean
/-- If `u` is an eigenvector of `H` with energy `E0`, the residual `(H - E0) x` depends only on
the error part of `x`. -/
theorem residual_errorPart (H : V →ₗ[ℂ] V) (u x : V) (E0 : ℝ)
    (hEu : H u = (E0 : ℂ) • u) :
    H (errorPart u x) - (E0 : ℂ) • errorPart u x = H x - (E0 : ℂ) • x := by
  simp only [errorPart, map_sub, map_smul, hEu]
  module
```

Now let $Hu=E_0u$, with $E_0$ real; `(E0 : ℂ)` is that real number regarded as complex. Writing $c=\langle u,x\rangle$,
$$(H-E_0)(x-cu)=Hx-cE_0u-E_0x+cE_0u=(H-E_0)x.$$
The residual therefore sees only the error part of $x$. In the proof, `simp only` applies linearity and the eigenvalue equation, and `module` does the vector algebra.

```lean
/-- For Hermitian `H` with eigenvector `u` of energy `E0`, every residual `(H - E0) x` is
orthogonal to `u`. -/
theorem inner_residual (H : V →ₗ[ℂ] V) (hH : H.IsSymmetric) (u x : V) (E0 : ℝ)
    (hEu : H u = (E0 : ℂ) • u) : ⟪u, H x - (E0 : ℂ) • x⟫_ℂ = 0 := by
  rw [inner_sub_right, ← hH u x, hEu, inner_smul_left, inner_smul_right,
    Complex.conj_ofReal, sub_self]
```

The hypothesis `H.IsSymmetric` means $\langle Hy,z\rangle=\langle y,Hz\rangle$ for all $y,z$, so $H$ is Hermitian. Moving $H$ to the left gives
$$\langle u,(H-E_0)x\rangle=\langle Hu,x\rangle-E_0\langle u,x\rangle=E_0\langle u,x\rangle-E_0\langle u,x\rangle=0,$$
where `Complex.conj_ofReal` supplies the fact that a real $E_0$ equals its conjugate.

```lean
/-- For Hermitian `H` with eigenvector `u` of energy `E0`, and nonzero overlap `⟨t, x⟩`, the error
of the projected energy is `⟨Q t, (H - E0) Q x⟩ / ⟨t, x⟩`. -/
theorem projectedEnergy_sub_eq (H : V →ₗ[ℂ] V) (hH : H.IsSymmetric) (u t x : V) (E0 : ℝ)
    (hEu : H u = (E0 : ℂ) • u) (htx : ⟪t, x⟫_ℂ ≠ 0) :
    projectedEnergy H t x - E0 =
      ⟪errorPart u t, H (errorPart u x) - (E0 : ℂ) • errorPart u x⟫_ℂ / ⟪t, x⟫_ℂ := by
  -- the component of `t` along `u` does not see the residual
  have key : ⟪errorPart u t, H x - (E0 : ℂ) • x⟫_ℂ = ⟪t, H x⟫_ℂ - E0 * ⟪t, x⟫_ℂ := by
    rw [errorPart, inner_sub_left, inner_smul_left, inner_residual H hH u x E0 hEu,
      mul_zero, sub_zero, inner_sub_right, inner_smul_right]
  rw [residual_errorPart H u x E0 hEu, key, sub_div, mul_div_assoc, div_self htx, mul_one,
    projectedEnergy]
```

This is the error identity:
$$E_{\mathrm{proj}}(t,x)-E_0=\frac{\langle Qt,(H-E_0)Qx\rangle}{\langle t,x\rangle}.$$
To derive it, put $r=(H-E_0)x$. By the second lemma, $r=(H-E_0)Qx$. By the third, $\langle u,r\rangle=0$, so
$$\langle Qt,r\rangle=\langle t,r\rangle-\overline{\langle u,t\rangle}\,\langle u,r\rangle=\langle t,r\rangle=\langle t,Hx\rangle-E_0\langle t,x\rangle.$$
Dividing by $\langle t,x\rangle\neq0$ gives the claim. The intermediate statement `key` is the displayed chain, and the last `rw` performs the division.

The theorem needs neither $\|u\|=1$ nor that $E_0$ is the lowest energy; for the physical reading, take $u$ to be the normalised ground state. If either $t$ or $x$ is a multiple of that $u$, its error part vanishes and the estimator is exact.

```lean
/-- Let `H` be Hermitian with unit eigenvector `u` of energy `E0`, and let `H - E0` stretch vectors
orthogonal to `u` by at most a factor `W`. For nonzero overlap, the error of the projected energy
is at most `W` times the product of the norms of the trial and walker errors, divided by
the modulus of the overlap. -/
theorem norm_projectedEnergy_sub_le (H : V →ₗ[ℂ] V) (hH : H.IsSymmetric) (u t x : V)
    (E0 W : ℝ) (hu : ‖u‖ = 1) (hEu : H u = (E0 : ℂ) • u)
    (hW : ∀ y, ⟪u, y⟫_ℂ = 0 → ‖H y - (E0 : ℂ) • y‖ ≤ W * ‖y‖) (htx : ⟪t, x⟫_ℂ ≠ 0) :
    ‖projectedEnergy H t x - E0‖ ≤
      W * ‖errorPart u t‖ * ‖errorPart u x‖ / ‖⟪t, x⟫_ℂ‖ := by
  rw [projectedEnergy_sub_eq H hH u t x E0 hEu htx, norm_div]
  refine div_le_div_of_nonneg_right ?_ (norm_nonneg _)
  -- Cauchy-Schwarz, then the bound on the residual
  calc ‖⟪errorPart u t, H (errorPart u x) - (E0 : ℂ) • errorPart u x⟫_ℂ‖
      ≤ ‖errorPart u t‖ * ‖H (errorPart u x) - (E0 : ℂ) • errorPart u x‖ :=
        norm_inner_le_norm _ _
    _ ≤ ‖errorPart u t‖ * (W * ‖errorPart u x‖) :=
        mul_le_mul_of_nonneg_left (hW _ (inner_errorPart u x hu)) (norm_nonneg _)
    _ = W * ‖errorPart u t‖ * ‖errorPart u x‖ := by ring
```

The identity becomes a bound once the residual is controlled. The hypothesis `hW` postulates a number $W$ with $\|(H-E_0)y\|\le W\|y\|$ for every $y$ orthogonal to $u$. Physically, $W$ measures the spread of the spectrum around $E_0$: in a finite basis with at least one state besides $u$, it can be the largest $|E_k-E_0|$ among the other eigenstates. The Cauchy–Schwarz inequality then gives
$$|E_{\mathrm{proj}}-E_0|\le\frac{\|Qt\|\,\|(H-E_0)Qx\|}{|\langle t,x\rangle|}\le\frac{W\,\|Qt\|\,\|Qx\|}{|\langle t,x\rangle|}.$$
The `calc` block has these two inequalities as its first two steps. The second applies `hW` to $Qx$, which is allowed because `inner_errorPart` shows $Qx$ to be orthogonal to $u$.

## Opposite errors push the energy down

```lean
/-- For orthonormal eigenvectors `u`, `w` with energies `E0`, `E1`, and real `s` with `s² ≠ 1`, the
trial vector `u + s w` and walker vector `u - s w` give the projected energy
`E0 - (E1 - E0) s² / (1 - s²)`. -/
theorem projectedEnergy_opposite (H : V →ₗ[ℂ] V) (u w : V) (E0 E1 s : ℝ)
    (hu : ‖u‖ = 1) (hw : ‖w‖ = 1) (huw : ⟪u, w⟫_ℂ = 0)
    (hEu : H u = (E0 : ℂ) • u) (hEw : H w = (E1 : ℂ) • w) (hs : s ^ 2 ≠ 1) :
    projectedEnergy H (u + (s : ℂ) • w) (u - (s : ℂ) • w) =
      ((E0 - (E1 - E0) * s ^ 2 / (1 - s ^ 2) : ℝ) : ℂ) := by
  have huu : ⟪u, u⟫_ℂ = 1 := by
    rw [inner_self_eq_norm_sq_to_K, hu]
    simp
  have hww : ⟪w, w⟫_ℂ = 1 := by
    rw [inner_self_eq_norm_sq_to_K, hw]
    simp
  have hwu : ⟪w, u⟫_ℂ = 0 := inner_eq_zero_symm.mp huw
  have hnum : ⟪u + (s : ℂ) • w, H (u - (s : ℂ) • w)⟫_ℂ = E0 - (s : ℂ) ^ 2 * E1 := by
    simp only [map_sub, map_smul, hEu, hEw, inner_add_left, inner_sub_right, inner_smul_left,
      inner_smul_right, Complex.conj_ofReal, huu, hww, huw, hwu]
    ring
  have hden : ⟪u + (s : ℂ) • w, u - (s : ℂ) • w⟫_ℂ = 1 - (s : ℂ) ^ 2 := by
    simp only [inner_add_left, inner_sub_right, inner_smul_left,
      inner_smul_right, Complex.conj_ofReal, huu, hww, huw, hwu]
    ring
  have hd : (1 : ℂ) - (s : ℂ) ^ 2 ≠ 0 := by
    intro h
    have h' : (s : ℂ) ^ 2 = 1 := by linear_combination -h
    exact hs (by exact_mod_cast h')
  rw [projectedEnergy, hnum, hden]
  push_cast
  rw [div_eq_iff hd, sub_mul, div_mul_cancel₀ _ hd]
  ring
```

Let $u$ and $w$ be orthonormal eigenvectors with energies $E_0$ and $E_1$. Give the trial and walker vectors opposite admixtures of $w$: $t=u+sw$ and $x=u-sw$, with $s$ real and $s^2\ne1$. Then $Hx=E_0u-sE_1w$, and orthonormality gives
$$\langle t,Hx\rangle=E_0-s^2E_1,\qquad \langle t,x\rangle=1-s^2,$$
$$E_{\mathrm{proj}}=\frac{E_0(1-s^2)-(E_1-E_0)s^2}{1-s^2}=E_0-\frac{(E_1-E_0)s^2}{1-s^2}.$$
The steps `hnum` and `hden` are the two inner products, `hd` shows that the denominator is nonzero, and the closing lines do the fraction algebra.

For $E_1>E_0$ this lies below $E_0$ when $0<s^2<1$. When $s^2>1$ the overlap is negative and the same formula gives an energy above $E_1$.

Both vectors have norm $\sqrt{1+s^2}$. Normalising them leaves the energy unchanged and makes the overlap $(1-s^2)/(1+s^2)$, with a weight $s^2/(1+s^2)$ on $w$ in each vector.

```lean
/-- For orthonormal eigenvectors `u`, `w` with energies `E0 < E1`, every real energy `E` below `E0`
is the projected energy of `u - s w` with trial vector `u + s w` for some `0 < s < 1`. -/
theorem exists_projectedEnergy_eq (H : V →ₗ[ℂ] V) (u w : V) (E0 E1 E : ℝ)
    (hu : ‖u‖ = 1) (hw : ‖w‖ = 1) (huw : ⟪u, w⟫_ℂ = 0)
    (hEu : H u = (E0 : ℂ) • u) (hEw : H w = (E1 : ℂ) • w) (h01 : E0 < E1) (hE : E < E0) :
    ∃ s : ℝ, 0 < s ∧ s < 1 ∧
      projectedEnergy H (u + (s : ℂ) • w) (u - (s : ℂ) • w) = (E : ℂ) := by
  have hpos : 0 < E1 - E := by linarith
  have hq : 0 < (E0 - E) / (E1 - E) := div_pos (by linarith) hpos
  have hq1 : (E0 - E) / (E1 - E) < 1 := by
    rw [div_lt_one hpos]
    linarith
  -- the mixing amplitude that produces the energy `E`
  obtain ⟨s, hs0, hs2⟩ : ∃ s : ℝ, 0 < s ∧ s ^ 2 = (E0 - E) / (E1 - E) :=
    ⟨√((E0 - E) / (E1 - E)), Real.sqrt_pos.mpr hq, Real.sq_sqrt hq.le⟩
  have hlt : s ^ 2 < 1 := by rw [hs2]; exact hq1
  have hmul : s ^ 2 * (E1 - E) = E0 - E := by
    rw [hs2, div_mul_cancel₀ _ hpos.ne']
  have hd : 1 - s ^ 2 ≠ 0 := (sub_pos.mpr hlt).ne'
  have hshift : (E1 - E0) * s ^ 2 / (1 - s ^ 2) = E0 - E := by
    rw [div_eq_iff hd]
    linear_combination hmul
  refine ⟨s, hs0, by nlinarith, ?_⟩
  rw [projectedEnergy_opposite H u w E0 E1 s hu hw huw hEu hEw hlt.ne, hshift, sub_sub_cancel]
```

If $E_0<E_1$, every real $E<E_0$ is reached by some $s$ with $0<s<1$. Solving the previous formula for $s$ suggests
$$s^2=\frac{E_0-E}{E_1-E},$$
which lies strictly between 0 and 1. With this choice $1-s^2=(E_1-E_0)/(E_1-E)$, so
$$\frac{(E_1-E_0)s^2}{1-s^2}=E_0-E,$$
and the projected energy is $E$. In Lean, `obtain` introduces $s$ as the positive square root, `hshift` is the last display, and `refine` assembles $s$ with its three required properties.

When $E_0$ is the ground-state energy, the estimator thus has no lower bound over these pairs of vectors. Very low values need $s$ close to 1, where the overlap is small.

## The Hamiltonian diag(0, 1)

```lean
/-- The two-level Hamiltonian `diag(0, 1)`. -/
def twoLevel : EuclideanSpace ℂ (Fin 2) →ₗ[ℂ] EuclideanSpace ℂ (Fin 2) where
  toFun x := !₂[0, x 1]
  map_add' x y := by ext i; fin_cases i <;> simp
  map_smul' c x := by ext i; fin_cases i <;> simp
```

The space `EuclideanSpace ℂ (Fin 2)` is $\mathbb C^2$ with its usual inner product, and components are numbered from 0. The map sends $(x_0,x_1)$ to $(0,x_1)$, which is the action of $\mathrm{diag}(0,1)$. The fields `map_add'` and `map_smul'` check linearity component by component.

```lean
/-- The Hamiltonian `diag(0, 1)` is Hermitian, and the basis vectors `(1, 0)` and `(0, 1)` are
orthonormal eigenvectors with energies `0` and `1`. -/
theorem twoLevel_witness :
    twoLevel.IsSymmetric ∧
    ‖(!₂[1, 0] : EuclideanSpace ℂ (Fin 2))‖ = 1 ∧
    ‖(!₂[0, 1] : EuclideanSpace ℂ (Fin 2))‖ = 1 ∧
    ⟪(!₂[1, 0] : EuclideanSpace ℂ (Fin 2)), !₂[0, 1]⟫_ℂ = 0 ∧
    twoLevel !₂[1, 0] = ((0 : ℝ) : ℂ) • !₂[1, 0] ∧
    twoLevel !₂[0, 1] = ((1 : ℝ) : ℂ) • !₂[0, 1] := by
  refine ⟨?_, ?_, ?_, ?_, ?_, ?_⟩
  · intro x y
    simp [twoLevel, PiLp.inner_apply, Fin.sum_univ_two]
  · simp [EuclideanSpace.norm_eq, Fin.sum_univ_two]
  · simp [EuclideanSpace.norm_eq, Fin.sum_univ_two]
  · simp [PiLp.inner_apply, Fin.sum_univ_two]
  · ext i; fin_cases i <;> simp [twoLevel]
  · ext i; fin_cases i <;> simp [twoLevel]
```

The symbol `∧` means "and". The six statements say that $H$ is Hermitian, that $u=(1,0)$ and $w=(0,1)$ have norm one and are orthogonal, and that $Hu=0\cdot u$ and $Hw=1\cdot w$. This Hamiltonian is therefore a concrete case of the two-eigenvector theorems, with $E_0=0$ and $E_1=1$. The proof splits the claim into its six parts and evaluates each by components.

```lean
/-- For `H = diag(0, 1)`, trial vector `(1, s)` and walker vector `(1, -s)` with `0 < s < 1`, the
projected energy is `-s² / (1 - s²)`, which is negative. -/
theorem twoLevel_projectedEnergy_neg (s : ℝ) (h0 : 0 < s) (h1 : s < 1) :
    projectedEnergy twoLevel !₂[1, (s : ℂ)] !₂[1, -(s : ℂ)] =
      ((-s ^ 2 / (1 - s ^ 2) : ℝ) : ℂ) ∧ -s ^ 2 / (1 - s ^ 2) < 0 := by
  constructor
  · have hnum : ⟪(!₂[1, (s : ℂ)] : EuclideanSpace ℂ (Fin 2)),
        twoLevel !₂[1, -(s : ℂ)]⟫_ℂ = -(s : ℂ) ^ 2 := by
      simp [twoLevel, PiLp.inner_apply, Fin.sum_univ_two]
      ring
    have hden : ⟪(!₂[1, (s : ℂ)] : EuclideanSpace ℂ (Fin 2)),
        !₂[1, -(s : ℂ)]⟫_ℂ = 1 - (s : ℂ) ^ 2 := by
      simp [PiLp.inner_apply, Fin.sum_univ_two]
      ring
    rw [projectedEnergy, hnum, hden]
    push_cast
    rfl
  · exact div_neg_of_neg_of_pos (by nlinarith) (by nlinarith)

end

end FCIQMCProjectedEnergy
```

For $t=(1,s)$ and $x=(1,-s)$ with $0<s<1$, we have $Hx=(0,-s)$, hence
$$\langle t,Hx\rangle=-s^2,\qquad\langle t,x\rangle=1-s^2,\qquad E_{\mathrm{proj}}=-\frac{s^2}{1-s^2}<0.$$
The exact ground-state energy is 0, so the projected energy lies below it. The proof computes the numerator and denominator as `hnum` and `hden`; the sign follows because a negative number is divided by a positive one.

For FCIQMC practice, this two-level example with fixed vectors shows that a projected energy below the exact one need not come from statistical noise, and that a lower projected energy need not be a better one.

```lean
#print axioms FCIQMCProjectedEnergy.norm_projectedEnergy_sub_le
#print axioms FCIQMCProjectedEnergy.exists_projectedEnergy_eq
#print axioms FCIQMCProjectedEnergy.twoLevel_projectedEnergy_neg
```

```
'FCIQMCProjectedEnergy.norm_projectedEnergy_sub_le' depends on axioms: [propext, Classical.choice, Quot.sound]
'FCIQMCProjectedEnergy.exists_projectedEnergy_eq' depends on axioms: [propext, Classical.choice, Quot.sound]
'FCIQMCProjectedEnergy.twoLevel_projectedEnergy_neg' depends on axioms: [propext, Classical.choice, Quot.sound]
```
